# For a real symmetric Hamiltonian, a conjugate-paired quadrature of Green functions is twice the real part of its upper-half-plane sum

## Mirror symmetry as a map on labels

A quadrature rule is modelled here as a finite family of complex nodes z(k) and weights w(k), with labels k. Its mirror symmetry about the real axis is a map σ on the labels that is its own inverse and satisfies

z(σ(k)) = conj z(k),  w(σ(k)) = conj w(k),

where conj is complex conjugation. Putting the symmetry on the labels ties each weight to its node and allows the same node to occur under several labels. All nodes are required to be nonreal, so no label is its own partner.

The rule is applied to the Green function of a real symmetric matrix H,

G(z) = (z·1 − H)⁻¹.

Such an H describes, for example, a spinless particle without a magnetic field in a finite, orthonormal basis of real functions. A rule of this kind arises when the integral of G(z) around a closed energy contour, symmetric about the real axis, is discretised symmetrically with no node on that axis and the prefactor 1/(2πi) is included in the weights. When a density matrix is approximated by such a rule, the result halves the number of matrix inversions compared with evaluating every node. A complex Hermitian H allows the same saving through G(conj z) = G(z)†, but the lower-half-plane sum is then the conjugate transpose of the upper one, and the real part is in general not enough.

## What is claimed

For real symmetric H and nonreal z, the Green function has three properties:

- G(z) exists as a two-sided inverse of z·1 − H.
- G(z) is complex symmetric: it equals its transpose, without conjugation.
- G(conj z) = conj G(z), with the conjugate taken entry by entry.

Let U be the set of labels with Im z(k) > 0. For a conjugate-paired rule with nonreal nodes,

Σ_k w(k) G(z(k)) = 2 Re Σ_{k in U} w(k) G(z(k)).

The real part is also taken entry by entry, after multiplication by the complex weights. In particular, the full sum is a real matrix.

## The inverse exists away from the real axis

This step needs only a Hermitian matrix K. Suppose that z·1 − K is singular. Then there is a vector v ≠ 0 with K v = z v. Evaluate v†K v in two ways, the second time using K† = K:

v†K v = z v†v,

v†K v = (K v)†v = (conj z) v†v.

Since v†v > 0, it follows that z = conj z, so z is real. For nonreal z the matrix z·1 − K is therefore invertible. A real symmetric H is Hermitian, so this applies to it.

## Transposing and conjugating the inverse relation

Let R be an inverse of z·1 − K, so that (z·1 − K) R = 1. Transposition gives

Rᵀ (z·1 − Kᵀ) = 1.

If Kᵀ = K, then Rᵀ is a left inverse of the matrix whose right inverse is R, and the two agree:

Rᵀ = Rᵀ (z·1 − K) R = R.

Conversely, if Rᵀ = R, then z·1 − K and z·1 − Kᵀ are a left and a right inverse of the same matrix R. They are equal, and so K = Kᵀ.

For Hermitian K the entries obey K_ji = conj K_ij. The condition K_ji = K_ij then says that every K_ij is real. At any single nonreal energy, the Green function of a Hermitian matrix is thus complex symmetric exactly when all matrix elements are real.

For the conjugation property, take a real H and conjugate every entry of (z·1 − H) R = 1. Conjugation respects sums and products and leaves H unchanged, so

((conj z)·1 − H) conj R = 1.

Hence conj R is the inverse at conj z, which is the relation G(conj z) = conj G(z).

## Adding the two half-planes

Fix a matrix element i, j and write

f(k) = w(k) G(z(k))_ij.

The pairing and the conjugation property give f(σ(k)) = conj f(k). Let L be the set of labels with Im z(k) < 0. Since no node is real, U and L together contain every label. The map σ reverses the sign of Im z(k) and is its own inverse, so it carries L one-to-one onto U. Therefore

Σ_{k in L} f(k) = Σ_{k in L} conj f(σ(k)) = conj Σ_{k in U} f(k).

Adding the sum over U gives a number plus its conjugate, which is twice its real part. This holds for every i, j, and so for the matrices.

As a small example, take the nodes 2 ± 3i with weights 1 ± i, and let H be the 1×1 matrix with entry 2. The upper node contributes (1 + i)/(3i) = 1/3 − i/3 and the lower node contributes 1/3 + i/3. The full sum is 2/3, twice the real part of the upper term.

## The statement in Lean

The finite type `n` indexes the basis, and the finite type `ι` holds the labels. The objects correspond to the physics as follows:

- `complexify H` is the real matrix H with its entries read as complex numbers, so that it can be combined with a complex energy.
- `shifted K z` is z·1 − K, and `greenFunction K z` is its matrix inverse.
- `quadrature K w z s` is the weighted sum of Green functions over the labels in the finite set `s`. Any prefactor of a contour integral, such as 1/(2πi), belongs in the weights.
- `ConjPaired σ w z` collects the assumptions on the rule: `invol` says that σ is its own inverse, `node` and `weight` are the two conjugation rules, and `nonreal` keeps the nodes off the real axis, where the eigenvalues of H lie.

The hypothesis `H.IsSymm` is Hᵀ = H for the real matrix. Entrywise conjugation is written `.map (starRingEnd ℂ)`, and the entrywise real part is `.map Complex.re`.

The theorem `greenFunction_real_symmetric` states the properties of G(z), with the left and right inverse relations listed separately. The theorem `quadrature_eq_two_re` has two parts. The first says that the inverse relation holds at every node. This matters because Lean's matrix inverse is defined for singular matrices too, where it is not an inverse. The second part is the quadrature identity. Its right-hand side is a real matrix passed through `complexify`, so the equation also records that the full sum is real.

The identity concerns a finite sum in exact arithmetic. It does not say how well that sum approximates a contour integral. A nonorthogonal basis, where an overlap matrix replaces the identity, is not covered, nor is an energy-dependent self-energy. Real nodes are excluded even where they miss the spectrum.

## The complete file

```lean
import Mathlib

open Matrix ComplexConjugate
open scoped ComplexOrder

namespace RealHamiltonianGreen

noncomputable section

variable {n ι : Type*} [Fintype n] [DecidableEq n] [Fintype ι]

/-- A real matrix regarded as a complex matrix. -/
def complexify (H : Matrix n n ℝ) : Matrix n n ℂ := H.map (fun x => (x : ℂ))

/-- The energy-shifted operator `z - K`. -/
def shifted (K : Matrix n n ℂ) (z : ℂ) : Matrix n n ℂ := z • (1 : Matrix n n ℂ) - K

/-- The Green function `(z - K)⁻¹` at complex energy `z`. -/
def greenFunction (K : Matrix n n ℂ) (z : ℂ) : Matrix n n ℂ := (shifted K z)⁻¹

/-- The weighted sum of Green functions over the nodes in `s`. -/
def quadrature (K : Matrix n n ℂ) (w z : ι → ℂ) (s : Finset ι) : Matrix n n ℂ :=
  ∑ k ∈ s, w k • greenFunction K (z k)

/-- The nodes are nonreal, and the involution `σ` sends each node and its weight
to their complex conjugates. -/
structure ConjPaired (σ : ι → ι) (w z : ι → ℂ) : Prop where
  invol : Function.Involutive σ
  node : ∀ k, z (σ k) = conj (z k)
  weight : ∀ k, w (σ k) = conj (w k)
  nonreal : ∀ k, (z k).im ≠ 0

/-- For a Hermitian Hamiltonian and a nonreal energy, `z - K` is invertible. -/
theorem shifted_det_isUnit {K : Matrix n n ℂ} (hK : K.IsHermitian) {z : ℂ}
    (hz : z.im ≠ 0) : IsUnit (shifted K z).det := by
  rw [isUnit_iff_ne_zero]
  intro hdet
  obtain ⟨v, hv0, hv⟩ := Matrix.exists_mulVec_eq_zero_iff.mpr hdet
  -- a null vector is an eigenvector of K with eigenvalue z
  rw [shifted, Matrix.sub_mulVec, Matrix.smul_mulVec, Matrix.one_mulVec, sub_eq_zero] at hv
  have h1 : star v ⬝ᵥ (K *ᵥ v) = star (K *ᵥ v) ⬝ᵥ v := by
    rw [Matrix.star_mulVec, hK.eq, Matrix.dotProduct_mulVec]
  rw [← hv, star_smul, dotProduct_smul, smul_dotProduct, smul_eq_mul, smul_eq_mul] at h1
  have hn : star v ⬝ᵥ v ≠ 0 := by
    intro h
    apply hv0
    exact dotProduct_star_self_eq_zero.mp h
  -- the expectation value is real, so z equals its conjugate
  have h2 : z = star z := mul_right_cancel₀ hn h1
  exact hz (Complex.conj_eq_iff_im.mp h2.symm)

/-- An inverse of `z - K` is complex symmetric exactly when `K` is. -/
theorem inverse_symmetric_iff {K R : Matrix n n ℂ} {z : ℂ} (h : shifted K z * R = 1) :
    Rᵀ = R ↔ Kᵀ = K := by
  have hM : (shifted K z)ᵀ = shifted Kᵀ z := by simp [shifted]
  have ht : Rᵀ * shifted Kᵀ z = 1 := by
    rw [← hM, ← Matrix.transpose_mul, h, Matrix.transpose_one]
  constructor
  · intro hR
    rw [hR] at ht
    have e : shifted K z = shifted Kᵀ z := left_inv_eq_right_inv h ht
    unfold shifted at e
    exact (sub_right_inj.mp e).symm
  · intro hK
    rw [hK] at ht
    exact left_inv_eq_right_inv ht h

/-- For a real Hamiltonian, conjugating an inverse of `z - H` entrywise gives an inverse
at the conjugate energy. -/
theorem inverse_conj {H : Matrix n n ℝ} {R : Matrix n n ℂ} {z : ℂ}
    (h : shifted (complexify H) z * R = 1) :
    shifted (complexify H) (conj z) * R.map (starRingEnd ℂ) = 1 := by
  have hM : shifted (complexify H) (conj z)
      = (shifted (complexify H) z).map (starRingEnd ℂ) := by
    ext i j
    by_cases hij : i = j <;> simp [shifted, complexify, hij]
  rw [hM, ← Matrix.map_mul, h]
  exact Matrix.map_one _ (map_zero _) (map_one _)

/-- For a real symmetric Hamiltonian and a nonreal energy, the Green function is a two-sided
inverse of `z - H`, is complex symmetric, and is conjugated when the energy is conjugated. -/
theorem greenFunction_real_symmetric {H : Matrix n n ℝ} (hH : H.IsSymm) {z : ℂ}
    (hz : z.im ≠ 0) :
    shifted (complexify H) z * greenFunction (complexify H) z = 1 ∧
    greenFunction (complexify H) z * shifted (complexify H) z = 1 ∧
    (greenFunction (complexify H) z)ᵀ = greenFunction (complexify H) z ∧
    greenFunction (complexify H) (conj z)
      = (greenFunction (complexify H) z).map (starRingEnd ℂ) := by
  have hK : (complexify H).IsHermitian :=
    Matrix.IsHermitian.ext fun i j => by simpa [complexify] using hH.apply i j
  have hT : (complexify H)ᵀ = complexify H := by
    ext i j
    simpa [complexify] using hH.apply i j
  have h : shifted (complexify H) z * greenFunction (complexify H) z = 1 :=
    Matrix.mul_nonsing_inv _ (shifted_det_isUnit hK hz)
  exact ⟨h, mul_eq_one_comm.mp h, (inverse_symmetric_iff h).mpr hT,
    Matrix.inv_eq_right_inv (inverse_conj h)⟩

/-- For a Hermitian Hamiltonian, the Green function at a nonreal energy is complex symmetric
if and only if all matrix elements of the Hamiltonian are real. -/
theorem greenFunction_symmetric_iff_real {K : Matrix n n ℂ} (hK : K.IsHermitian) {z : ℂ}
    (hz : z.im ≠ 0) :
    (greenFunction K z)ᵀ = greenFunction K z ↔ ∀ i j, (K i j).im = 0 := by
  have h : shifted K z * greenFunction K z = 1 :=
    Matrix.mul_nonsing_inv _ (shifted_det_isUnit hK hz)
  rw [inverse_symmetric_iff h]
  constructor
  · intro hT i j
    have e : K j i = K i j := congrFun (congrFun hT i) j
    have a := hK.apply i j
    rw [e] at a
    exact Complex.conj_eq_iff_im.mp a
  · intro hr
    ext i j
    exact (Complex.conj_eq_iff_im.mpr (hr j i)).symm.trans (hK.apply i j)

/-- If the summand takes conjugate values at paired nodes, its sum over all nodes is twice
the real part of its sum over the upper half-plane. -/
theorem paired_sum {σ : ι → ι} {w z f : ι → ℂ} (hp : ConjPaired σ w z)
    (hf : ∀ k, f (σ k) = conj (f k)) :
    ∑ k, f k
      = ((2 * (∑ k ∈ Finset.univ.filter (fun k => 0 < (z k).im), f k).re : ℝ) : ℂ) := by
  -- the involution carries the lower half-plane onto the upper one
  have hlow : ∑ k ∈ Finset.univ.filter (fun k => ¬ 0 < (z k).im), f k
      = conj (∑ k ∈ Finset.univ.filter (fun k => 0 < (z k).im), f k) := by
    rw [map_sum]
    refine Finset.sum_nbij' σ σ ?_ ?_ (fun k _ => hp.invol k) (fun k _ => hp.invol k) ?_
    · intro k hk
      simp only [Finset.mem_filter, Finset.mem_univ, true_and, hp.node,
        Complex.conj_im] at hk ⊢
      have := lt_of_le_of_ne (not_lt.mp hk) (hp.nonreal k)
      linarith
    · intro k hk
      simp only [Finset.mem_filter, Finset.mem_univ, true_and, hp.node,
        Complex.conj_im] at hk ⊢
      intro h
      linarith
    · intro k _
      rw [hf, Complex.conj_conj]
  rw [← Finset.sum_filter_add_sum_filter_not Finset.univ (fun k => 0 < (z k).im) f,
    hlow, Complex.add_conj]

/-- For a real symmetric Hamiltonian and conjugate-paired nodes and weights, the Green function
exists at every node, and the full quadrature is twice the real part of its upper-half-plane
sum. -/
theorem quadrature_eq_two_re {H : Matrix n n ℝ} (hH : H.IsSymm) {σ : ι → ι} {w z : ι → ℂ}
    (hp : ConjPaired σ w z) :
    (∀ k, shifted (complexify H) (z k) * greenFunction (complexify H) (z k) = 1) ∧
    quadrature (complexify H) w z Finset.univ
      = complexify ((2 : ℝ) • (quadrature (complexify H) w z
          (Finset.univ.filter (fun k => 0 < (z k).im))).map Complex.re) := by
  refine ⟨fun k => (greenFunction_real_symmetric hH (hp.nonreal k)).1, ?_⟩
  ext i j
  have entry : ∀ s : Finset ι, quadrature (complexify H) w z s i j
      = ∑ k ∈ s, w k * greenFunction (complexify H) (z k) i j := by
    intro s
    simp [quadrature, Matrix.sum_apply]
  -- each matrix element of the summand respects the pairing
  have hf : ∀ k, w (σ k) * greenFunction (complexify H) (z (σ k)) i j
      = conj (w k * greenFunction (complexify H) (z k) i j) := by
    intro k
    rw [hp.node, hp.weight, (greenFunction_real_symmetric hH (hp.nonreal k)).2.2.2,
      Matrix.map_apply, map_mul]
  have key := paired_sum (f := fun k => w k * greenFunction (complexify H) (z k) i j) hp hf
  change _ = (((2 : ℝ) * (quadrature (complexify H) w z
    (Finset.univ.filter (fun k => 0 < (z k).im)) i j).re : ℝ) : ℂ)
  rw [entry, entry]
  exact key

/-- The two nodes `2 ± 3i` with weights `1 ± i` are conjugate-paired by exchanging them. -/
theorem conjPaired_witness :
    ConjPaired (fun b : Bool => !b)
      (fun b => cond b (1 + Complex.I) (1 - Complex.I))
      (fun b => cond b (2 + 3 * Complex.I) (2 - 3 * Complex.I)) := by
  refine ⟨fun b => by cases b <;> rfl, ?_, ?_, ?_⟩ <;> intro b <;> cases b <;>
    simp [Complex.ext_iff]

end

end RealHamiltonianGreen
```

```lean
#print axioms RealHamiltonianGreen.greenFunction_symmetric_iff_real
#print axioms RealHamiltonianGreen.quadrature_eq_two_re
```

```
'RealHamiltonianGreen.greenFunction_symmetric_iff_real' depends on axioms: [propext, Classical.choice, Quot.sound]
'RealHamiltonianGreen.quadrature_eq_two_re' depends on axioms: [propext, Classical.choice, Quot.sound]
```

## How the proof follows the derivation

**Invertibility.** `shifted_det_isUnit` assumes that the determinant vanishes and obtains a nonzero null vector `v` from `Matrix.exists_mulVec_eq_zero_iff`. The rewriting of `hv` turns the null-vector equation into z v = K v. The step `h1` moves K from one side of the scalar product to the other, which is where Hermiticity enters. After substitution of the eigenvalue equation, `h1` reads z v†v = (conj z) v†v. The nonzero factor is cancelled in `h2`, and the result contradicts `hz`.

**Symmetry.** `inverse_symmetric_iff` needs neither a Hermitian matrix nor a nonreal energy, only a given inverse `R`. The step `ht` is the transposed inverse relation. Both directions then use `left_inv_eq_right_inv`, the fact that a left inverse and a right inverse of the same matrix coincide. `greenFunction_symmetric_iff_real` adds the Hermitian relation between K_ij and K_ji to turn the symmetry of K into the reality of its entries.

**Conjugation.** In `inverse_conj`, the step `hM` checks entry by entry that conjugating z·1 − H changes only the energy. The diagonal and off-diagonal entries are separated by `by_cases`. Then `Matrix.map_mul` takes the conjugation through the product. The symmetry of H is not used here.

**The Green function of H.** `greenFunction_real_symmetric` first derives from the symmetry of H that `complexify H` is both Hermitian (`hK`) and symmetric (`hT`). Invertibility gives the right inverse relation, and `mul_eq_one_comm` gives the left one. The remaining two properties come from the lemmas on symmetry and conjugation. `Matrix.inv_eq_right_inv` identifies the conjugated matrix with the Green function at the conjugate energy.

**The scalar sum.** `paired_sum` treats any complex-valued `f` that takes conjugate values at paired labels. Its main step, `hlow`, says that the lower sum is the conjugate of the upper sum. It uses `Finset.sum_nbij'`, which compares two sums through a map and its inverse, and here σ serves as both. The first two bullets show that σ exchanges the half-planes. The lower set is written as the labels for which `0 < (z k).im` fails, so `hp.nonreal` is needed to exclude an imaginary part of zero. The third bullet matches the summands. The final rewriting splits the full sum into its two parts and applies `Complex.add_conj`, which says that a number plus its conjugate is twice its real part.

**The matrix sum.** `quadrature_eq_two_re` reduces the matrix identity to one entry with `ext i j`. The step `entry` writes that entry of the quadrature as a scalar sum, and `hf` combines the conjugation rules for the node, the weight and the Green function. `paired_sum` then supplies the identity for that entry.

**A rule that satisfies the assumptions.** `conjPaired_witness` verifies the pairing conditions for the nodes 2 ± 3i and weights 1 ± i of the example above. The labels are the two Boolean values, and σ exchanges them. The proof checks each condition by cases on the label.
